# At large positive overpotential, the logarithm of the Butler-Volmer current approaches the Tafel line

The Butler-Volmer model takes the net current at an electrode to be `j0 * (exp (a * x) - exp (-(1 - a) * x))`, where `x` is the overpotential in thermal units, `j0` the exchange current and `a` the transfer coefficient. The theorem `tafel` says that the logarithm of this current minus the straight line `log j0 + a * x` tends to zero as `x` tends to plus infinity. It assumes that `j0` is positive, and lets `a` be any real number. The proof writes the current as `j0 * exp (a * x) * (1 - exp (-x))`, so that for positive `x` the difference is exactly `log (1 - exp (-x))`, which tends to zero.

The first attempt, which Lean rejects:

```lean
import Mathlib

open Filter Topology

namespace ButlerVolmer

noncomputable section

/-- The Butler-Volmer current with exchange current `j0` and transfer coefficient `a`, as a
function of the overpotential `x` in thermal units. -/
def current (j0 a x : ℝ) : ℝ :=
  j0 * (Real.exp (a * x) - Real.exp (-(1 - a) * x))

/-- Tafel's law: at large positive overpotential the logarithm of the current approaches the
straight line `log j0 + a x`. -/
theorem tafel {j0 : ℝ} (hj : 0 < j0) (a : ℝ) :
    Tendsto (fun x => Real.log (current j0 a x) - (Real.log j0 + a * x)) atTop (𝓝 0) := by
  have h1 : Tendsto (fun x : ℝ => 1 - Real.exp (-x)) atTop (𝓝 1) := by
    simpa using Real.tendsto_exp_neg_atTop_nhds_zero.const_sub 1
  have h2 : Tendsto (fun x : ℝ => Real.log (1 - Real.exp (-x))) atTop (𝓝 0) := by
    simpa using h1.log one_ne_zero
  refine h2.congr' ?_
  filter_upwards [eventually_gt_atTop (0 : ℝ)] with x hx
  have hpos : 0 < 1 - Real.exp (-x) := by
    have : Real.exp (-x) < 1 := Real.exp_lt_one (by linarith)
    linarith
  -- the anodic branch factors out of the net current
  have hf : current j0 a x = j0 * Real.exp (a * x) * (1 - Real.exp (-x)) := by
    have he : Real.exp (-(1 - a) * x) = Real.exp (a * x) * Real.exp (-x) := by
      rw [← Real.exp_add]
      congr 1
      ring
    rw [current, he]
    ring
  rw [hf, Real.log_mul (mul_pos hj (Real.exp_pos _)).ne' hpos.ne',
    Real.log_mul hj.ne' (Real.exp_pos _).ne', Real.log_exp]
  ring

end

end ButlerVolmer
```

Messages:

```
Main.lean:25:32: error(lean.unknownIdentifier): Unknown constant `Real.exp_lt_one`
```

Diagnosis. The one error is about a name. To take the logarithm of the product apart, the proof needs `1 - exp (-x)` to be nonzero, and it gets this by showing that it is positive, from `Real.exp (-x) < 1`. For that inequality it calls `Real.exp_lt_one`, and Lean reports an unknown constant: no declaration of that name is available to the file. The inequality itself is true, since `x` is positive here.

The repair uses `Real.exp_lt_one_iff`, which does exist and is an equivalence: the exponential of a real number is less than one exactly when the number is negative. An equivalence can't be applied to a proof of one side as if it were an implication, so `.2` picks out the direction from right to left. What is left to prove is `-x < 0`, and the same `linarith` as before gets it from `hx : 0 < x`.

Lean accepts the file once it reads:

```diff
@@ -23,5 +23,5 @@
   filter_upwards [eventually_gt_atTop (0 : ℝ)] with x hx
   have hpos : 0 < 1 - Real.exp (-x) := by
-    have : Real.exp (-x) < 1 := Real.exp_lt_one (by linarith)
+    have : Real.exp (-x) < 1 := Real.exp_lt_one_iff.2 (by linarith)
     linarith
   -- the anodic branch factors out of the net current
```
